# Unitary mixing of degenerate orbitals freely redistributes their cross sections into one final state at fixed sum

Two calculations on the same molecule can report different photoionization cross sections into the same final state for "the first orbital" of a degenerate level, though neither contains an error. The orthonormal basis that an eigensolver returns for the level is not unique, and the number attached to one basis vector can change with that choice. Someone who compares these numbers, or assigns a spectral feature to one of them, may be interpreting an arbitrary rotation. The problems below settle which numbers survive, for independent electrons, a finite degenerate level whose orbitals are equally occupied, one fixed final state of the photoelectron, and one fixed polarization of the light relative to the molecule.

The N orbitals are labelled by a finite index type `n`. Their transition amplitudes form a vector a, in Lean `a : n → ℂ`.

```lean
import Mathlib

open Matrix

namespace DegenerateOrbitalCrossSections

noncomputable section

variable {n : Type*} [Fintype n]
```

A matrix U mixes the orbitals φ_j into new ones, with the new orbital in the row index:

φ'_i = ∑_j U_ij φ_j.

```lean
/-- The orbitals obtained by mixing the orbitals `φ j` with the coefficients `U i j`. -/
def rotateOrbitals {V : Type*} [AddCommGroup V] [Module ℂ V]
    (U : Matrix n n ℂ) (φ : n → V) : n → V :=
  fun i => ∑ j, U i j • φ j
```

The partial cross section of orbital j is σ_j(a) = |a_j|². Degenerate orbitals have the same binding energy, so at a given photon energy they share the kinematic prefactors, which are dropped. `Complex.normSq` is the squared modulus.

```lean
/-- The partial cross section of orbital `j`: the squared modulus of its amplitude,
with common prefactors dropped. -/
def partialCrossSection (a : n → ℂ) (j : n) : ℝ := Complex.normSq (a j)
```

The total is S(a) = ∑_j σ_j(a).

```lean
/-- The cross section summed over all orbitals of the degenerate set. -/
def totalCrossSection (a : n → ℂ) : ℝ := ∑ j, partialCrossSection a j
```

## (a) Amplitudes of mixed orbitals

Let the amplitude T be linear in the orbital, and let a_j = T(φ_j). An example is the dipole matrix element ⟨f|d|φ⟩, where f is the final state of the photoelectron and d is the dipole component selected by the polarization. Show that the amplitudes a'_i = T(φ'_i) are

a' = Ua.

**Solution.** By linearity, T(∑_j U_ij φ_j) = ∑_j U_ij T(φ_j) = (Ua)_i.

Here U is any matrix and `V` any complex vector space. Unfolding the definitions and using linearity of `T` is the whole proof. The later parts can therefore work with Ua alone.

```lean
/-- If the transition amplitude `T` is linear in the orbital, mixing the orbitals with `U`
multiplies the vector of amplitudes by `U`. -/
theorem amplitude_rotateOrbitals {V : Type*} [AddCommGroup V] [Module ℂ V]
    (T : V →ₗ[ℂ] ℂ) (U : Matrix n n ℂ) (φ : n → V) :
    (fun i => T (rotateOrbitals U φ i)) = U *ᵥ (fun j => T (φ j)) := by
  funext i
  simp [rotateOrbitals, Matrix.mulVec, dotProduct]
```

## (b) The total as a squared norm

Show that

a†a = S(a).

**Solution.** a†a = ∑_j a_j* a_j = ∑_j |a_j|².

Lean's `⬝ᵥ` does not conjugate, so the conjugation is written as `star a`. The left side is a complex number, and the real total is cast to ℂ to match it.

```lean
/-- The summed cross section is the squared norm of the amplitude vector. -/
theorem star_dotProduct_self (a : n → ℂ) :
    star a ⬝ᵥ a = (totalCrossSection a : ℂ) := by
  simp only [totalCrossSection, partialCrossSection, dotProduct, Pi.star_apply,
    Complex.ofReal_sum]
  refine Finset.sum_congr rfl fun j _ => ?_
  rw [Complex.normSq_eq_conj_mul_self]
  rfl
```

## (c) Positivity

Show that a ≠ 0 implies

S(a) > 0.

**Solution.** Some a_j is nonzero, so |a_j|² > 0, and the other terms of the sum are nonnegative.

```lean
/-- The summed cross section is positive if some amplitude is nonzero. -/
theorem totalCrossSection_pos {a : n → ℂ} (ha : a ≠ 0) : 0 < totalCrossSection a := by
  obtain ⟨j, hj⟩ := Function.ne_iff.mp ha
  exact Finset.sum_pos' (fun i _ => Complex.normSq_nonneg _)
    ⟨j, Finset.mem_univ j, Complex.normSq_pos.mpr hj⟩
```

## (d) What a rotation preserves

Let U be unitary. Show that

S(Ua) = S(a).

**Solution.** By (b), S(Ua) = (Ua)†(Ua) = a†U†Ua = a†a = S(a).

The chain of rewrites in `h` moves U across the product until `star U * U` appears, which `mem_unitaryGroup_iff'` replaces by 1. Part (b) then turns both sides into totals.

```lean
variable [DecidableEq n]

/-- A unitary rotation of the degenerate orbitals leaves the summed cross section unchanged. -/
theorem totalCrossSection_invariant {U : Matrix n n ℂ}
    (hU : U ∈ Matrix.unitaryGroup n ℂ) (a : n → ℂ) :
    totalCrossSection (U *ᵥ a) = totalCrossSection a := by
  have h : star (U *ᵥ a) ⬝ᵥ (U *ᵥ a) = star a ⬝ᵥ a := by
    rw [Matrix.star_mulVec, Matrix.dotProduct_mulVec, Matrix.vecMul_vecMul,
      ← Matrix.star_eq_conjTranspose, Matrix.mem_unitaryGroup_iff'.mp hU, Matrix.vecMul_one]
  rw [star_dotProduct_self, star_dotProduct_self] at h
  exact_mod_cast h
```

## (e) Connecting two amplitude vectors

Let S(a) = S(b). Find a unitary U with

Ua = b.

**Solution.** If a = b, take U = 1. Otherwise put v = a − b ≠ 0 and s = v†a. Then

s + s* = v†a + a†v = 2a†a − b†a − a†b,

v†v = a†a − a†b − b†a + b†b.

Since a†a = b†b, these agree: s + s* = v†v. By (c) the right side is positive, so s ≠ 0. Let c = 1/s and P = vv†. Then P† = P, P² = (v†v)P and Pa = sv. Take U = 1 − cP. It is unitary because

UU† = 1 − (c + c* − |c|² v†v)P,

c + c* = (s + s*)/|s|² = |c|² v†v,

so the bracket vanishes. Finally Ua = a − csv = a − v = b.

The matrix is a reflection with a complex coefficient, which also adjusts the phase. In the code `hre` is the identity for s + s*, and `hs0` gives s ≠ 0. `hPs`, `hPP` and `hPa` are the three properties of P, and `hzero` is the vanishing bracket.

```lean
/-- Two amplitude vectors with the same summed cross section are related by a unitary
rotation of the orbitals. -/
theorem exists_unitary_mulVec_eq {a b : n → ℂ}
    (h : totalCrossSection a = totalCrossSection b) :
    ∃ U ∈ Matrix.unitaryGroup n ℂ, U *ᵥ a = b := by
  by_cases hab : a = b
  · exact ⟨1, one_mem _, by rw [Matrix.one_mulVec, hab]⟩
  obtain ⟨v, hv⟩ : ∃ v, v = a - b := ⟨_, rfl⟩
  obtain ⟨s, hs⟩ : ∃ s, s = star v ⬝ᵥ a := ⟨_, rfl⟩
  have hv0 : v ≠ 0 := by
    rw [hv]
    exact sub_ne_zero.mpr hab
  have hnorm : star a ⬝ᵥ a = star b ⬝ᵥ b := by
    rw [star_dotProduct_self, star_dotProduct_self, h]
  -- equal norms fix the real part of the overlap s
  have hre : s + star s = star v ⬝ᵥ v := by
    have h1 : star s = star a ⬝ᵥ v := by
      rw [hs, Matrix.star_dotProduct a v]
    rw [h1, hs, hv]
    simp only [star_sub, sub_dotProduct, dotProduct_sub]
    linear_combination hnorm
  have hs0 : s ≠ 0 := by
    intro h0
    rw [h0, star_zero, add_zero, star_dotProduct_self] at hre
    exact (totalCrossSection_pos hv0).ne (by exact_mod_cast hre)
  obtain ⟨c, hc⟩ : ∃ c, c * s = 1 := ⟨s⁻¹, inv_mul_cancel₀ hs0⟩
  have hc' : star c * star s = 1 := by rw [← star_mul', hc, star_one]
  obtain ⟨P, hP⟩ : ∃ P : Matrix n n ℂ, P = Matrix.vecMulVec v (star v) := ⟨_, rfl⟩
  have hPs : star P = P := by
    ext i j
    simp [hP, Matrix.star_apply, Matrix.vecMulVec_apply, mul_comm]
  have hPP : P * P = (star v ⬝ᵥ v) • P := by
    ext i j
    simp only [hP, Matrix.mul_apply, Matrix.vecMulVec_apply, Matrix.smul_apply,
      smul_eq_mul, dotProduct, Finset.sum_mul]
    exact Finset.sum_congr rfl fun k _ => by ring
  have hPa : P *ᵥ a = s • v := by
    ext i
    simp only [hP, hs, Matrix.mulVec, dotProduct, Matrix.vecMulVec_apply, Pi.smul_apply,
      smul_eq_mul, Finset.sum_mul]
    exact Finset.sum_congr rfl fun k _ => by ring
  -- a reflection with a complex coefficient carries a to b
  refine ⟨1 - c • P, ?_, ?_⟩
  · rw [Matrix.mem_unitaryGroup_iff, star_sub, star_one, star_smul, hPs]
    have hexp : (1 - c • P) * (1 - star c • P)
        = 1 - (c + star c - c * star c * (star v ⬝ᵥ v)) • P := by
      simp only [sub_mul, mul_sub, one_mul, mul_one, smul_mul_assoc, mul_smul_comm, hPP,
        smul_smul]
      module
    have hzero : c + star c - c * star c * (star v ⬝ᵥ v) = 0 := by
      linear_combination (-star c) * hc - c * hc' + c * star c * hre
    rw [hexp, hzero, zero_smul, sub_zero]
  · rw [Matrix.sub_mulVec, Matrix.one_mulVec, Matrix.smul_mulVec, hPa, smul_smul, hc,
      one_smul, hv, sub_sub_cancel]
```

## (f) All attainable lists

Let p be a list of N real numbers. Show that some unitary U gives σ_j(Ua) = p_j for every j exactly when

p_j ≥ 0 for all j, and ∑_j p_j = S(a).

**Solution.** Squared moduli are nonnegative, and (d) fixes their sum, so the conditions are necessary. Conversely, let b_j = √p_j. Then |b_j|² = p_j and S(b) = S(a), and (e) supplies a unitary with Ua = b.

In the formal statement, `partialCrossSection (U *ᵥ a) = p` is an equality of whole lists. `hb` checks the squared moduli of the chosen amplitudes.

```lean
/-- Unitary rotations of the orbitals produce exactly those lists of partial cross sections
that are nonnegative and add up to the summed cross section. -/
theorem attainable_iff (a : n → ℂ) (p : n → ℝ) :
    (∃ U ∈ Matrix.unitaryGroup n ℂ, partialCrossSection (U *ᵥ a) = p) ↔
      (∀ j, 0 ≤ p j) ∧ ∑ j, p j = totalCrossSection a := by
  constructor
  · rintro ⟨U, hU, rfl⟩
    exact ⟨fun j => Complex.normSq_nonneg _, totalCrossSection_invariant hU a⟩
  · rintro ⟨hp, hsum⟩
    -- amplitudes with the prescribed squared moduli
    have hb : partialCrossSection (fun j => ((Real.sqrt (p j) : ℝ) : ℂ)) = p := by
      funext j
      simp only [partialCrossSection, Complex.normSq_ofReal]
      exact Real.mul_self_sqrt (hp j)
    obtain ⟨U, hU, hUa⟩ := exists_unitary_mulVec_eq (a := a)
      (b := fun j => ((Real.sqrt (p j) : ℝ) : ℂ))
      (by rw [← hsum, totalCrossSection, hb])
    exact ⟨U, hU, by rw [hUa, hb]⟩
```

## (g) The range of one partial cross section

Let N ≥ 2 and choose an orbital k. Show that, as U runs over all unitary matrices,

{σ_k(Ua)} = [0, S(a)].

**Solution.** One nonnegative term cannot exceed the sum, which is S(a) by (d). This gives one inclusion. For the other, take x in the interval and a second orbital l ≠ k. Assign x to k, S(a) − x to l and zero to the rest. This list is nonnegative with sum S(a), so (f) realizes it.

`Nontrivial n` says that there are at least two orbitals, and `exists_ne k` picks l. For N = 1 and a ≠ 0 the single partial cross section is always S(a), so the interval is not filled. The two `Pi.single` terms are the shares of k and l.

```lean
/-- With at least two degenerate orbitals, the partial cross section of a chosen orbital `k`
takes, under unitary rotations, exactly the values from zero to the summed cross section. -/
theorem partialCrossSection_range [Nontrivial n] (a : n → ℂ) (k : n) :
    {x : ℝ | ∃ U ∈ Matrix.unitaryGroup n ℂ, partialCrossSection (U *ᵥ a) k = x}
      = Set.Icc 0 (totalCrossSection a) := by
  ext x
  constructor
  · rintro ⟨U, hU, rfl⟩
    refine ⟨Complex.normSq_nonneg _, ?_⟩
    rw [← totalCrossSection_invariant hU a]
    exact Finset.single_le_sum (f := partialCrossSection (U *ᵥ a))
      (fun i _ => Complex.normSq_nonneg _) (Finset.mem_univ k)
  · rintro ⟨h0, h1⟩
    obtain ⟨l, hl⟩ := exists_ne k
    -- orbital k receives x, orbital l the remainder
    obtain ⟨U, hU, hp⟩ := (attainable_iff a
      (Pi.single k x + Pi.single l (totalCrossSection a - x))).mpr
      ⟨fun j => by
        simp only [Pi.add_apply, Pi.single_apply]
        split_ifs <;> linarith,
      by simp [Pi.single_apply, Finset.sum_add_distrib]⟩
    refine ⟨U, hU, ?_⟩
    rw [hp]
    simp [hl.symm]
```

## (h) Weighted sums

Let a ≠ 0 and let w be a list of fixed real weights. Show that

∑_j w_j σ_j(Ua) = ∑_j w_j σ_j(a) for every unitary U

holds exactly when all w_j are equal.

**Solution.** If every w_j equals c, both sides are cS(a) by (d). Conversely, write W for the right side. By (f) some unitary puts the entire total in orbital k, and invariance then reads w_k S(a) = W. Since S(a) > 0 by (c), w_k = W/S(a), which is the same number for every k.

The weights belong to the labels and do not rotate with the orbitals. For a = 0 both sides vanish whatever the weights are. In the code, `Pi.single k (totalCrossSection a)` is the concentrated list and `hsingle` evaluates its weighted sum.

```lean
/-- For a nonzero amplitude vector, a weighted sum of partial cross sections is unchanged by
every unitary rotation of the orbitals if and only if all weights are equal. -/
theorem weighted_sum_invariant_iff {a : n → ℂ} (ha : a ≠ 0) (w : n → ℝ) :
    (∀ U ∈ Matrix.unitaryGroup n ℂ,
      ∑ j, w j * partialCrossSection (U *ᵥ a) j = ∑ j, w j * partialCrossSection a j) ↔
      ∃ c, ∀ j, w j = c := by
  have hpos := totalCrossSection_pos ha
  constructor
  · intro h
    refine ⟨(∑ j, w j * partialCrossSection a j) / totalCrossSection a, fun k => ?_⟩
    -- concentrate the whole cross section in orbital k
    obtain ⟨U, hU, hp⟩ := (attainable_iff a (Pi.single k (totalCrossSection a))).mpr
      ⟨fun j => by
        simp only [Pi.single_apply]
        split_ifs <;> linarith,
      by simp [Pi.single_apply]⟩
    have hk := h U hU
    have hsingle : ∑ j, w j * (Pi.single k (totalCrossSection a) : n → ℝ) j
        = w k * totalCrossSection a := by
      simp [Pi.single_apply]
    rw [hp, hsingle] at hk
    exact (eq_div_iff hpos.ne').mpr hk
  · rintro ⟨c, hc⟩ U hU
    simp only [hc, ← Finset.mul_sum]
    exact congrArg (fun t => c * t) (totalCrossSection_invariant hU a)

end

end DegenerateOrbitalCrossSections
```

```lean
#print axioms DegenerateOrbitalCrossSections.amplitude_rotateOrbitals
-- 'DegenerateOrbitalCrossSections.amplitude_rotateOrbitals' depends on axioms: [propext, Classical.choice, Quot.sound]
#print axioms DegenerateOrbitalCrossSections.partialCrossSection_range
-- 'DegenerateOrbitalCrossSections.partialCrossSection_range' depends on axioms: [propext, Classical.choice, Quot.sound]
#print axioms DegenerateOrbitalCrossSections.weighted_sum_invariant_iff
-- 'DegenerateOrbitalCrossSections.weighted_sum_invariant_iff' depends on axioms: [propext, Classical.choice, Quot.sound]
```

## From an eigensolver to a plotted cross section

In a calculation with a finite basis, diagonalization gives orbital coefficients C_μj. With d_μ the dipole matrix element between basis function μ and one chosen final state, the amplitude of orbital j is

a_j = ∑_μ d_μ C_μj.

The squared moduli, added over the degenerate level, give its cross section into this final state, up to the common prefactors. Suppose a doubly degenerate level gives a = (0.6, 0.8) in arbitrary units. The partial cross sections are 0.36 and 0.64. Another run may return the orbitals mixed by the real rotation with rows (0.6, 0.8) and (−0.8, 0.6). The amplitudes are then (1, 0) and the partial cross sections 1 and 0. The value to plot for the level and this final state is 1 in both runs.

The theorems treat one final state and one polarization at a time. If a cross section is summed over several final states, or averaged over polarizations or molecular orientations, the total over the level is still invariant, term by term, but a single orbital may have less freedom. With two orbitals and two final states whose amplitude vectors are (1, 0) and (0, 1), each orbital contributes 1 after any unitary mixing. A solver that returns real orbitals mixes them only by real orthogonal matrices, which can also narrow the range: amplitudes (1, i) into a single final state give 1 for each orbital after every such mixing.
